# A coupling 2πJ I1z I2z turns I1x into I1x cos(πJt) + 2 I1y I2z sin(πJt)

A coupled pair of nuclear spins 1/2 sits in a strong static magnetic field along z, in molecules that tumble in an isotropic liquid, so that the direct dipolar coupling averages out. A pulse has left spin 1 with transverse magnetisation along x. Each spin is described in a frame rotating at its own resonance frequency, and relaxation is neglected, so only the scalar coupling between the two still acts; it is taken to be weak, in the sense made precise below. In molecules whose spin 2 points up, spin 1 precesses one way, in those whose spin 2 points down it precesses the other way, and the two halves of the doublet fan out. What has I1x, the term of the density operator that stands for the initial magnetisation, become after a time t?

The answer depends on the form of the coupling and on J and t being real. Two companion results need further conditions: vanishing diagonals for certain products, and J ≠ 0 for complete conversion.

## The coupling contains only z components

Write I1x, I1y and I1z for the components of spin 1 and I2x, I2y and I2z for those of spin 2, in units of ħ. With J in hertz and t in seconds, the coupling Hamiltonian is 2πJ I1z I2z in angular frequency units, and the propagator is

U = exp(−iθ · 2 I1z I2z), θ = πJt.

Keeping only the z components is the weak-coupling approximation: the resonance frequencies of the two spins differ by much more than |J|, so the terms that exchange up and down between the spins average out. This is built into the definition of U and is not derived from a fuller Hamiltonian. Chemical shifts, pulses, relaxation and further spins are absent.

The one-spin operators are explicit 2×2 matrices, with index 0 for spin up and 1 for spin down.

```lean
import Mathlib

open Matrix NormedSpace
open scoped Kronecker Real

namespace ProductOperatorCoupling

noncomputable section

/-- The x component of a single spin 1/2, in units of ħ. -/
def Ix : Matrix (Fin 2) (Fin 2) ℂ := !![0, 1 / 2; 1 / 2, 0]

/-- The y component of a single spin 1/2, in units of ħ. -/
def Iy : Matrix (Fin 2) (Fin 2) ℂ := !![0, -Complex.I / 2; Complex.I / 2, 0]

/-- The z component of a single spin 1/2, in units of ħ. -/
def Iz : Matrix (Fin 2) (Fin 2) ℂ := !![1 / 2, 0; 0, -1 / 2]
```

A state of the pair is labelled by s = (a, b) in `Fin 2 × Fin 2`, with a for spin 1 and b for spin 2. An operator on one spin becomes an operator on the pair through the Kronecker product with the identity.

```lean
/-- A one-spin operator acting on the first spin of the pair. -/
def spin1 (A : Matrix (Fin 2) (Fin 2) ℂ) : Matrix (Fin 2 × Fin 2) (Fin 2 × Fin 2) ℂ :=
  A ⊗ₖ (1 : Matrix (Fin 2) (Fin 2) ℂ)

/-- A one-spin operator acting on the second spin of the pair. -/
def spin2 (A : Matrix (Fin 2) (Fin 2) ℂ) : Matrix (Fin 2 × Fin 2) (Fin 2 × Fin 2) ℂ :=
  (1 : Matrix (Fin 2) (Fin 2) ℂ) ⊗ₖ A
```

By hand, the entry of 2 I1z I2z at state s is 2 · (±1/2) · (±1/2). Call it d(s):

d(s) = 1/2 for parallel spins, d(s) = −1/2 for antiparallel spins.

This is `level` in the code. All other entries vanish, so the exponential is taken entry by entry along the diagonal, and U is diagonal with entries exp(−iθ d(s)).

```lean
/-- The number 1/2 for parallel spins and -1/2 for antiparallel spins. -/
def level (s : Fin 2 × Fin 2) : ℝ := if s.1 = s.2 then 1 / 2 else -1 / 2

/-- The propagator `exp(-i π J t 2 I1z I2z)` of the scalar coupling `J` over the time `t`. -/
def U (J t : ℝ) : Matrix (Fin 2 × Fin 2) (Fin 2 × Fin 2) ℂ :=
  NormedSpace.exp ((-(Complex.I * π * J * t)) • ((2 : ℂ) • (spin1 Iz * spin2 Iz)))
```

The definition of `U` uses the true matrix exponential, so its diagonal form has to be proved. The first lemma below identifies `spin1 A * spin2 B` with A ⊗ B. In the second, `hzz` compares all sixteen entries of the coupling operator with the diagonal matrix of levels. `Matrix.exp_diagonal` then moves the exponential onto the diagonal, and `hpi` evaluates it at each state.

```lean
/-- An operator on the first spin times one on the second is their Kronecker product. -/
theorem spin1_mul_spin2 (A B : Matrix (Fin 2) (Fin 2) ℂ) :
    spin1 A * spin2 B = A ⊗ₖ B := by
  rw [spin1, spin2, ← Matrix.mul_kronecker_mul, mul_one, one_mul]

/-- The propagator is diagonal, with a phase set by whether the spins are parallel. -/
theorem U_eq_diagonal (J t : ℝ) :
    U J t = diagonal fun s => Complex.exp (-(Complex.I * π * J * t) * (level s : ℂ)) := by
  -- the coupling operator is itself diagonal
  have hzz : (2 : ℂ) • (spin1 Iz * spin2 Iz) = diagonal fun s => (level s : ℂ) := by
    rw [spin1_mul_spin2]
    ext ⟨a, b⟩ ⟨c, d⟩
    fin_cases a <;> fin_cases b <;> fin_cases c <;> fin_cases d <;>
      norm_num [Iz, level, Matrix.diagonal_apply, Matrix.kroneckerMap_apply]
  rw [U, hzz, ← Matrix.diagonal_smul, Matrix.exp_diagonal]
  congr 1
  funext s
  -- the exponential of a function is taken pointwise
  have hpi : ∀ v : Fin 2 × Fin 2 → ℂ, NormedSpace.exp v s = NormedSpace.exp (v s) := by
    intro v
    exact NormedSpace.map_exp (Pi.evalRingHom (fun _ : Fin 2 × Fin 2 => ℂ) s)
      (continuous_apply s) v
  rw [hpi, ← Complex.exp_eq_exp_ℂ]
  simp only [Pi.smul_apply, smul_eq_mul]
```

With the full scalar product I1·I2 in place of I1z I2z, the result fails. At t = 1/(2J) the propagator exp(−iπ I1·I2) exchanges the two spins up to a phase, so it is not diagonal, and it sends I1z to I2z instead of fixing it.

## J and t are real

A real J makes the Hamiltonian Hermitian, and a real t is an ordinary duration. A density operator then evolves as ρ ↦ UρU†, where † is the adjoint, written `ᴴ` in Lean. The operators A below are transformed in the same way.

Since U is diagonal, the element of UAU† between states i and j is

exp(−iθ d(i)) · A(i, j) · conj(exp(−iθ d(j))).

Here reality enters: for real θ, the conjugate of exp(−iθ d(j)) is exp(+iθ d(j)). With Δ = d(i) − d(j), the element is therefore

(UAU†)(i, j) = (cos(θΔ) − i sin(θΔ)) · A(i, j).

Everything that follows is read off from this formula. In the proof, `key` is the identity for the two phases. Reality is carried by the types of `J` and `t`, and it is used where `Complex.conj_ofReal` removes the conjugation from a real number.

```lean
/-- Under the coupling each matrix element of an operator is multiplied by a phase factor
set by the difference of the two levels it connects. -/
theorem conj_apply (J t : ℝ) (A : Matrix (Fin 2 × Fin 2) (Fin 2 × Fin 2) ℂ)
    (i j : Fin 2 × Fin 2) :
    (U J t * A * (U J t)ᴴ) i j =
      ((Real.cos (π * J * t * (level i - level j)) : ℂ)
        - Complex.I * (Real.sin (π * J * t * (level i - level j)) : ℂ)) * A i j := by
  have key : Complex.exp (-(Complex.I * π * J * t) * (level i : ℂ))
      * star (Complex.exp (-(Complex.I * π * J * t) * (level j : ℂ))) =
      (Real.cos (π * J * t * (level i - level j)) : ℂ)
        - Complex.I * (Real.sin (π * J * t * (level i - level j)) : ℂ) := by
    rw [Complex.star_def, ← Complex.exp_conj, ← Complex.exp_add]
    trans Complex.exp (((-(π * J * t * (level i - level j)) : ℝ) : ℂ) * Complex.I)
    · congr 1
      simp only [map_mul, map_neg, Complex.conj_I, Complex.conj_ofReal]
      push_cast
      ring
    · rw [Complex.exp_mul_I, ← Complex.ofReal_cos, ← Complex.ofReal_sin,
        Real.cos_neg, Real.sin_neg]
      push_cast
      ring
  rw [U_eq_diagonal, Matrix.diagonal_conjTranspose, Matrix.mul_diagonal,
    Matrix.diagonal_mul, ← key]
  simp only [Pi.star_apply]
  ring
```

Setting A = 1 gives unitarity: on the diagonal Δ = 0 and the factor is 1, while off the diagonal the identity has only zeros.

```lean
/-- The coupling propagator is unitary. -/
theorem U_unitary (J t : ℝ) : U J t * (U J t)ᴴ = 1 := by
  ext i j
  have h := conj_apply J t 1 i j
  rw [mul_one] at h
  rw [h]
  by_cases hij : i = j
  · subst hij
    simp
  · simp [Matrix.one_apply_ne hij]
```

For a complex time the phase formula and unitarity both fail. Take J = 1 and t = i/π, so that θ = i. The entry of U for two parallel spins is exp(1/2), and the corresponding entry of UU† is e instead of 1. The up-up element of I1z grows from 1/2 to e/2, so I1z is not fixed either.

## Products of two factors with vanishing diagonal are conserved

The next theorem concerns a product of an operator A on spin 1 and an operator B on spin 2. Its hypotheses `hA` and `hB` say that the diagonal elements of A and B are zero. Physically, each factor is a combination of the x and y components of its spin, with no z part and no multiple of the identity.

Such a product connects only states in which both spins have flipped. Flipping both keeps parallel spins parallel and antiparallel spins antiparallel, so Δ = 0 and the element keeps its value. This covers 2 I1x I2x.

The proof goes through the sixteen elements. Where just one spin flips, the phase differs from 1 in general, and `hA` or `hB` makes the element zero.

```lean
/-- A product of two one-spin operators, each with vanishing diagonal in the z basis,
is unchanged by the coupling. -/
theorem transverse_product_fixed (J t : ℝ) (A B : Matrix (Fin 2) (Fin 2) ℂ)
    (hA : ∀ k, A k k = 0) (hB : ∀ k, B k k = 0) :
    U J t * (spin1 A * spin2 B) * (U J t)ᴴ = spin1 A * spin2 B := by
  ext ⟨a, b⟩ ⟨c, d⟩
  rw [conj_apply, spin1_mul_spin2]
  fin_cases a <;> fin_cases b <;> fin_cases c <;> fin_cases d <;>
    simp [hA, hB, level, Matrix.kroneckerMap_apply]
```

To see what `hB` does, keep A = Ix and take B to be the identity, whose diagonal is not zero. The product is then I1x, and for J = 1 and t = 1/2 it becomes 2 I1y I2z, as shown below. Exchanging the roles of the spins gives the same failure for `hA`.

## In-phase and antiphase terms for every real J and t

The evolution of I1x needs no further condition. I1x has the value 1/2 between (0, b) and (1, b), where spin 1 flips and spin 2 stays in state b. For b = 0 the levels give Δ = 1/2 − (−1/2) = 1, and for b = 1 they give Δ = −1. The two elements become

b = 0: (1/2)(cos θ − i sin θ)
b = 1: (1/2)(cos θ + i sin θ).

At the same positions, 2 I1y I2z has the elements

b = 0: 2 · (−i/2) · (1/2) = −i/2
b = 1: 2 · (−i/2) · (−1/2) = +i/2.

The reversed elements, from (1, b) to (0, b), are the complex conjugates in both cases, and all others vanish. Comparison gives

U I1x U† = I1x cos θ + 2 I1y I2z sin θ.

The antiphase term follows in the same way. For b = 0,

(−i/2)(cos θ − i sin θ) = −(i/2) cos θ − (1/2) sin θ,

and for b = 1,

(i/2)(cos θ + i sin θ) = (i/2) cos θ − (1/2) sin θ.

The sine parts are −sin θ times the elements of I1x, so

U (2 I1y I2z) U† = 2 I1y I2z cos θ − I1x sin θ.

The Lean proof makes this comparison for all sixteen elements, using i² = −1 where needed.

```lean
/-- Under the coupling, `2 I1y I2z` becomes `2 I1y I2z cos(π J t) - I1x sin(π J t)`. -/
theorem antiphase_evolution (J t : ℝ) :
    U J t * ((2 : ℂ) • (spin1 Iy * spin2 Iz)) * (U J t)ᴴ =
      (Real.cos (π * J * t) : ℂ) • ((2 : ℂ) • (spin1 Iy * spin2 Iz))
        - (Real.sin (π * J * t) : ℂ) • spin1 Ix := by
  ext ⟨a, b⟩ ⟨c, d⟩
  rw [conj_apply, spin1_mul_spin2]
  fin_cases a <;> fin_cases b <;> fin_cases c <;> fin_cases d <;>
    norm_num [spin1, Ix, Iy, Iz, level, Matrix.kroneckerMap_apply] <;>
    first
      | ring1
      | (ring_nf; simp only [Complex.I_sq]; ring1)
```

The main theorem makes four statements for all real J and t: U is diagonal, I1z is fixed, 2 I1x I2x is fixed, and I1x evolves as derived. For I1z only diagonal elements occur, and these have Δ = 0. The third part applies the theorem on vanishing diagonals to Ix and Ix, and the fourth compares elements as above.

```lean
/-- The coupling propagator is diagonal, leaves `I1z` and `2 I1x I2x` unchanged, and turns
`I1x` into `I1x cos(π J t) + 2 I1y I2z sin(π J t)`. -/
theorem coupling_evolution (J t : ℝ) :
    (U J t).IsDiag ∧
    U J t * spin1 Iz * (U J t)ᴴ = spin1 Iz ∧
    U J t * ((2 : ℂ) • (spin1 Ix * spin2 Ix)) * (U J t)ᴴ
      = (2 : ℂ) • (spin1 Ix * spin2 Ix) ∧
    U J t * spin1 Ix * (U J t)ᴴ =
      (Real.cos (π * J * t) : ℂ) • spin1 Ix
        + (Real.sin (π * J * t) : ℂ) • ((2 : ℂ) • (spin1 Iy * spin2 Iz)) := by
  refine ⟨?_, ?_, ?_, ?_⟩
  · rw [U_eq_diagonal]
    exact Matrix.isDiag_diagonal _
  · -- only diagonal elements occur, and these carry no phase
    ext ⟨a, b⟩ ⟨c, d⟩
    rw [conj_apply]
    fin_cases a <;> fin_cases b <;> fin_cases c <;> fin_cases d <;>
      simp [spin1, Iz, level, Matrix.kroneckerMap_apply]
  · have hx : ∀ k, Ix k k = 0 := by
      intro k
      fin_cases k <;> simp [Ix]
    rw [Matrix.mul_smul, Matrix.smul_mul, transverse_product_fixed J t Ix Ix hx hx]
  · -- the phase has opposite sign for the two states of the second spin
    ext ⟨a, b⟩ ⟨c, d⟩
    rw [conj_apply, spin1_mul_spin2]
    fin_cases a <;> fin_cases b <;> fin_cases c <;> fin_cases d <;>
      norm_num [spin1, Ix, Iy, Iz, level, Matrix.kroneckerMap_apply] <;>
      ring1
```

As a numerical instance, take J = 10 Hz and t = 25 ms. Then Jt = 1/4 and θ = π/4, and the element of I1x between (0, 0) and (1, 0) changes from 0.5 to

0.5 · (0.707 − 0.707i) ≈ 0.354 − 0.354i.

For spin 2 down it becomes 0.354 + 0.354i. The operator I1x has become 0.707 I1x + 0.707 · 2 I1y I2z, with equal in-phase and antiphase parts. It has trace zero, so it is a term in a density operator and not a complete state. For an isolated pair with this coupling alone, such closed-form values can be compared directly with the output of a spin-dynamics program.

## Complete conversion needs J ≠ 0

At t = 1/(2J) the angle is θ = π/2, the cosine vanishes, and I1x has turned entirely into 2 I1y I2z. In the example above this happens at 50 ms. For J < 0 the time 1/(2J) is negative, and after the actual delay 1/(2|J|) the operator is −2 I1y I2z. Some pulse sequences that transfer polarisation through a coupling let it act for a total time 1/(2|J|); the theorem describes the ideal free evolution of the pair, without pulses or relaxation.

The hypothesis `hJ` says that the spins are really coupled. It is used when J is cancelled in πJ · 1/(2J) = π/2, which is the step `h` in the proof.

```lean
/-- For nonzero `J`, evolution over the time `1/(2J)`, which is negative if `J` is, turns `I1x`
completely into `2 I1y I2z`. -/
theorem full_transfer (J : ℝ) (hJ : J ≠ 0) :
    U J (1 / (2 * J)) * spin1 Ix * (U J (1 / (2 * J)))ᴴ
      = (2 : ℂ) • (spin1 Iy * spin2 Iz) := by
  have h : π * J * (1 / (2 * J)) = π / 2 := by field_simp
  rw [(coupling_evolution J (1 / (2 * J))).2.2.2, h, Real.cos_pi_div_two,
    Real.sin_pi_div_two]
  simp
```

Without coupling there is no conversion: for J = 0 the propagator is the identity at every time, and I1x stays I1x. Lean sets 1/(2 · 0) to 0, so the equation would still be meaningful at J = 0, but false.

## I1x is unchanged exactly when Jt is an even integer

This equivalence holds for all real J and t, including J = 0. If I1x is unchanged, its element between (0, 0) and (1, 0) is unchanged too, so

cos θ − i sin θ = 1.

The real part gives cos θ = 1, hence θ = 2πn for an integer n, and division by π gives Jt = 2n. Conversely, Jt = 2n gives cos θ = 1 and sin θ = 0, and the evolution formula returns I1x.

At odd Jt the operator has come back with its sign reversed, as −I1x. For J = 10 Hz this happens at 100 ms, and the first full return is at 200 ms.

The proof takes the same route. It extracts the one matrix element, takes real parts and applies `Real.cos_eq_one_iff`. In the converse direction, sin² θ + cos² θ = 1 supplies the vanishing sine.

```lean
/-- The coupling leaves `I1x` unchanged exactly when `J t` is an even integer. -/
theorem inphase_fixed_iff (J t : ℝ) :
    U J t * spin1 Ix * (U J t)ᴴ = spin1 Ix ↔ ∃ n : ℤ, J * t = 2 * n := by
  constructor
  · intro h
    -- compare one matrix element that connects the two states of spin 1
    have h' := congrFun (congrFun h (0, 0)) (1, 0)
    have e1 : spin1 Ix (0, 0) (1, 0) = 1 / 2 := by
      simp [spin1, Ix, Matrix.kroneckerMap_apply]
    have e2 : level (0, 0) - level (1, 0) = 1 := by norm_num [level]
    rw [conj_apply, e1, e2, mul_one] at h'
    have h2 : (Real.cos (π * J * t) : ℂ) - Complex.I * (Real.sin (π * J * t) : ℂ) = 1 := by
      linear_combination 2 * h'
    have hre := congrArg Complex.re h2
    simp only [Complex.sub_re, Complex.ofReal_re, Complex.mul_re, Complex.I_re,
      Complex.I_im, Complex.ofReal_im, Complex.one_re] at hre
    have hc : Real.cos (π * J * t) = 1 := by linarith
    obtain ⟨n, hn⟩ := (Real.cos_eq_one_iff _).1 hc
    exact ⟨n, mul_left_cancel₀ Real.pi_ne_zero (by linarith)⟩
  · rintro ⟨n, hn⟩
    have hc : Real.cos (π * J * t) = 1 :=
      (Real.cos_eq_one_iff _).2 ⟨n, by linear_combination (-π) * hn⟩
    have hs : Real.sin (π * J * t) = 0 := by
      have h := Real.sin_sq_add_cos_sq (π * J * t)
      rw [hc] at h
      exact (pow_eq_zero_iff two_ne_zero).1 (by linarith)
    rw [(coupling_evolution J t).2.2.2, hc, hs]
    simp

end

end ProductOperatorCoupling
```

```lean
#print axioms ProductOperatorCoupling.antiphase_evolution
#print axioms ProductOperatorCoupling.coupling_evolution
#print axioms ProductOperatorCoupling.full_transfer
#print axioms ProductOperatorCoupling.inphase_fixed_iff
```

```
'ProductOperatorCoupling.antiphase_evolution' depends on axioms: [propext, Classical.choice, Quot.sound]
'ProductOperatorCoupling.coupling_evolution' depends on axioms: [propext, Classical.choice, Quot.sound]
'ProductOperatorCoupling.full_transfer' depends on axioms: [propext, Classical.choice, Quot.sound]
'ProductOperatorCoupling.inphase_fixed_iff' depends on axioms: [propext, Classical.choice, Quot.sound]
```
